# Kohler's variational principle and the Matthiessen bound for a finite collision matrix

The linearised Boltzmann equation involves an integral collision operator, and a formal statement has to choose the space it acts on. Here that space is finite-dimensional. A deviation from equilibrium is a real vector $\varphi$ indexed by a finite set `n`, the collision operator is a real matrix $C$, the driving term is a vector $b$, and the pairing is the plain dot product `⬝ᵥ`, with equilibrium weights absorbed into $C$ and $b$. A solution $x$ of $Cx = b$ is taken as given, and $x\cdot b$ is the transport coefficient of this finite problem. Positive definiteness, `C.PosDef`, is assumed and includes symmetry; it excludes conserved modes and antisymmetric terms such as a magnetic field. Scattering that conserves the number of carriers gives the full collision matrix a null vector; $C$ then stands for the restriction of that matrix to the orthogonal complement of its null space, in which $b$ has to lie.

```lean
import Mathlib

open Matrix

namespace KohlerPrinciple

noncomputable section

variable {n : Type*} [Fintype n]
```

The dissipation of a trial vector is $D(\varphi) = \varphi\cdot C\varphi$, where `*ᵥ` is the matrix-vector product.

```lean
/-- The dissipation `⟨φ, C φ⟩` of a trial distribution `φ` under the collision matrix `C`. -/
def dissipation (C : Matrix n n ℝ) (φ : n → ℝ) : ℝ := φ ⬝ᵥ C *ᵥ φ
```

The Kohler functional is $K(\varphi) = (\varphi\cdot b)^2 / D(\varphi)$.

```lean
/-- The Kohler functional `⟨φ, b⟩² / ⟨φ, C φ⟩` for collision matrix `C` and driving term `b`. -/
def kohler (C : Matrix n n ℝ) (b φ : n → ℝ) : ℝ := (φ ⬝ᵥ b) ^ 2 / dissipation C φ
```

## The bound

For a real matrix `IsHermitian` means $C^T = C$, so for vectors $u, v$ one has $u\cdot Cv = (C^T u)\cdot v = (Cu)\cdot v = v\cdot Cu$, the chain followed by the final `rw`.

```lean
/-- For a real symmetric collision matrix, `⟨u, C v⟩ = ⟨v, C u⟩`. -/
theorem collision_symm {C : Matrix n n ℝ} (hC : C.IsHermitian) (u v : n → ℝ) :
    u ⬝ᵥ C *ᵥ v = v ⬝ᵥ C *ᵥ u := by
  have hT : Cᵀ = C := by
    ext i j
    simpa using hC.apply i j
  rw [Matrix.dotProduct_mulVec, ← Matrix.mulVec_transpose, hT, dotProduct_comm]
```

Positive definiteness gives $D(\varphi) > 0$ for $\varphi \neq 0$. Lean sets division by zero to zero, and this lemma ensures that $K$ is a true quotient on nonzero vectors.

```lean
/-- A positive definite collision matrix has positive dissipation on nonzero distributions. -/
theorem dissipation_pos {C : Matrix n n ℝ} (hC : C.PosDef) {φ : n → ℝ} (hφ : φ ≠ 0) :
    0 < dissipation C φ := by
  simpa [dissipation] using hC.dotProduct_mulVec_pos hφ
```

Write $D = D(\varphi)$, $p = \varphi\cdot b$, $s = x\cdot b$, and form the residual $r = Dx - p\varphi$. Since $x\cdot Cx = s$ and $x\cdot C\varphi = \varphi\cdot Cx = p$,
$$D(r) = D^2\, x\cdot Cx - Dp\,(x\cdot C\varphi + \varphi\cdot Cx) + p^2 D = D^2 s - 2Dp^2 + p^2 D = D\,(Ds - p^2).$$
Besides $Cx = b$, only the symmetry of $C$ is used, not its positivity. The `simp only` expands the four terms, `collision_symm` merges the cross terms and `ring` collects them.

```lean
/-- For symmetric `C` and `C x = b`, the dissipation of `⟨φ, Cφ⟩ x - ⟨φ, b⟩ φ` equals
`⟨φ, Cφ⟩ (⟨φ, Cφ⟩ ⟨x, b⟩ - ⟨φ, b⟩²)`. -/
theorem gap_identity {C : Matrix n n ℝ} (hC : C.IsHermitian) {x b : n → ℝ}
    (hx : C *ᵥ x = b) (φ : n → ℝ) :
    dissipation C (dissipation C φ • x - (φ ⬝ᵥ b) • φ) =
      dissipation C φ * (dissipation C φ * (x ⬝ᵥ b) - (φ ⬝ᵥ b) ^ 2) := by
  subst hx
  simp only [dissipation, Matrix.mulVec_sub, Matrix.mulVec_smul, sub_dotProduct, dotProduct_sub,
    smul_dotProduct, dotProduct_smul, smul_eq_mul]
  rw [collision_symm hC x φ]
  ring
```

Now $D(r) \ge 0$, being zero for $r = 0$ and positive otherwise (`hr`). For $\varphi \ne 0$, dividing by $D > 0$ gives $Ds - p^2 \ge 0$ (`h0`), and dividing again gives $K(\varphi) \le s$. The vector $b$ may vanish here.

```lean
/-- Kohler bound: for positive definite `C` and `C x = b`, a nonzero trial vector has positive
dissipation and its Kohler functional is at most `⟨x, b⟩`. -/
theorem kohler_bound {C : Matrix n n ℝ} (hC : C.PosDef) {x b : n → ℝ} (hx : C *ᵥ x = b)
    {φ : n → ℝ} (hφ : φ ≠ 0) :
    0 < dissipation C φ ∧ kohler C b φ ≤ x ⬝ᵥ b := by
  have ha := dissipation_pos hC hφ
  refine ⟨ha, ?_⟩
  -- the residual vector has nonnegative dissipation
  have hr : 0 ≤ dissipation C (dissipation C φ • x - (φ ⬝ᵥ b) • φ) := by
    by_cases h : dissipation C φ • x - (φ ⬝ᵥ b) • φ = 0
    · rw [h]
      simp [dissipation]
    · exact (dissipation_pos hC h).le
  rw [gap_identity hC.1 hx] at hr
  have h0 : 0 ≤ dissipation C φ * (x ⬝ᵥ b) - (φ ⬝ᵥ b) ^ 2 :=
    (mul_nonneg_iff_of_pos_left ha).1 hr
  rw [kohler, div_le_iff₀ ha]
  linarith
```

## The case of equality

Let $b \neq 0$ and $\varphi \ne 0$. If $K(\varphi) = s$ then $p^2 = sD$, so $D(r) = 0$, so $r = 0$ and $Dx = p\varphi$ (`hr0`, `hr`). If $p$ were zero, then $x = 0$ and $b = Cx = 0$; hence $p \ne 0$ (`hp`) and $\varphi = (D/p)\,x$. Conversely, $\varphi = cx$ with real $c$ gives $p^2 = c^2 s^2$ and $D = c^2 s$, so $p^2 = sD$. With a single basis state every trial vector is such a multiple.

```lean
/-- For positive definite `C`, `C x = b` and nonzero `b`, a nonzero trial vector attains
`⟨x, b⟩` in the Kohler functional exactly when it is a multiple of the solution `x`. -/
theorem kohler_eq_iff {C : Matrix n n ℝ} (hC : C.PosDef) {x b : n → ℝ} (hx : C *ᵥ x = b)
    (hb : b ≠ 0) {φ : n → ℝ} (hφ : φ ≠ 0) :
    kohler C b φ = x ⬝ᵥ b ↔ ∃ c : ℝ, φ = c • x := by
  have ha := dissipation_pos hC hφ
  rw [kohler, div_eq_iff ha.ne']
  constructor
  · intro h
    -- no gap means that the residual vector vanishes
    have hr0 : dissipation C φ • x - (φ ⬝ᵥ b) • φ = 0 := by
      by_contra hne
      have hpos := dissipation_pos hC hne
      rw [gap_identity hC.1 hx, h, mul_comm (x ⬝ᵥ b), sub_self, mul_zero] at hpos
      exact lt_irrefl _ hpos
    have hr : dissipation C φ • x = (φ ⬝ᵥ b) • φ := sub_eq_zero.1 hr0
    have hp : φ ⬝ᵥ b ≠ 0 := by
      intro hp
      rw [hp, zero_smul] at hr
      have hx0 : x = 0 := (smul_eq_zero.1 hr).resolve_left ha.ne'
      apply hb
      rw [← hx, hx0, Matrix.mulVec_zero]
    exact ⟨(φ ⬝ᵥ b)⁻¹ * dissipation C φ, by rw [mul_smul, hr, inv_smul_smul₀ hp]⟩
  · rintro ⟨c, rfl⟩
    subst hx
    simp only [dissipation, Matrix.mulVec_smul, smul_dotProduct, dotProduct_smul, smul_eq_mul]
    ring
```

The main theorem collects these facts. For $b \ne 0$ the solution $x$ is nonzero, $s = x\cdot Cx = D(x) > 0$, and $c = 1$ gives $K(x) = s$. `IsGreatest` says that $s$ belongs to the set of values of $K$ on nonzero vectors and bounds that set from above. In semiclassical carrier transport with such a finite, symmetric, positive definite collision matrix, the value $K(\varphi)$ at any nonzero trial distribution is thus a lower bound on $x\cdot b$, the conductivity along the field with constant prefactors absorbed into $b$.

```lean
/-- Kohler variational principle: for positive definite `C`, `C x = b` and nonzero `b`, the
solution `x` is nonzero, `⟨x, b⟩` is positive, equals the Kohler functional at `x`, and is the
greatest value of that functional over nonzero trial vectors. -/
theorem kohler_principle {C : Matrix n n ℝ} (hC : C.PosDef) {x b : n → ℝ} (hx : C *ᵥ x = b)
    (hb : b ≠ 0) :
    x ≠ 0 ∧ 0 < x ⬝ᵥ b ∧ kohler C b x = x ⬝ᵥ b ∧
      IsGreatest {v | ∃ φ : n → ℝ, φ ≠ 0 ∧ kohler C b φ = v} (x ⬝ᵥ b) := by
  have hx0 : x ≠ 0 := by
    intro h
    apply hb
    rw [← hx, h, Matrix.mulVec_zero]
  have heq : kohler C b x = x ⬝ᵥ b :=
    (kohler_eq_iff hC hx hb hx0).2 ⟨1, (one_smul ℝ x).symm⟩
  refine ⟨hx0, ?_, heq, ⟨x, hx0, heq⟩, ?_⟩
  · have h := dissipation_pos hC hx0
    rwa [dissipation, hx] at h
  · rintro v ⟨φ, hφ, rfl⟩
    exact (kohler_bound hC hx hφ).2
```

## Several scattering mechanisms

Let $C_i$, indexed by a finite set `ι`, be positive definite, with $C_i y_i = b$, $(\sum_i C_i)\,x = b$ and $b \ne 0$; $D_i$ and $K_i$ belong to $C_i$. For a field along a common principal axis of the conductivity tensors, $1/(y_i\cdot b)$ and $1/(x\cdot b)$ are resistivities, and Matthiessen's rule would be their additivity. The theorem gives an inequality and says exactly when additivity holds.

Again $x \neq 0$ and $s = x\cdot b$. The dissipations add, $\sum_i D_i(x) = x\cdot(\sum_i C_i)\,x = s$ (`hadd` by induction over the set of mechanisms, then `hsum`). An empty family would force $b = 0$, so the sum has a term and $s > 0$ (`hs`). With $x$ as trial vector for $C_i$, $0 < K_i(x) \le y_i\cdot b$, which inverts to `hle`. Summing, and using `htot` for the equalities,
$$\sum_i \frac{1}{y_i\cdot b} \le \sum_i \frac{1}{K_i(x)} = \frac{\sum_i D_i(x)}{s^2} = \frac{1}{s}.$$
Two sums ordered term by term agree only if every term agrees (`Finset.sum_eq_sum_iff_of_le`), and by `kohler_eq_iff` the $i$-th terms agree exactly when $x$ is a multiple of $y_i$. Positivity of $y_i\cdot b$ comes from `kohler_principle`.

```lean
/-- Matthiessen bound: for positive definite mechanisms with `Cᵢ yᵢ = b`, `(∑ Cᵢ) x = b` and
nonzero `b`, all `⟨yᵢ, b⟩` and `⟨x, b⟩` are positive and `∑ 1/⟨yᵢ, b⟩ ≤ 1/⟨x, b⟩`, with
equality exactly when `x` is a multiple of every `yᵢ`. -/
theorem matthiessen_bound {ι : Type*} [Fintype ι] {C : ι → Matrix n n ℝ}
    (hC : ∀ i, (C i).PosDef) {y : ι → n → ℝ} {x b : n → ℝ} (hy : ∀ i, C i *ᵥ y i = b)
    (hx : (∑ i, C i) *ᵥ x = b) (hb : b ≠ 0) :
    (∀ i, 0 < y i ⬝ᵥ b) ∧ 0 < x ⬝ᵥ b ∧ ∑ i, (y i ⬝ᵥ b)⁻¹ ≤ (x ⬝ᵥ b)⁻¹ ∧
      (∑ i, (y i ⬝ᵥ b)⁻¹ = (x ⬝ᵥ b)⁻¹ ↔ ∀ i, ∃ c : ℝ, x = c • y i) := by
  classical
  have hx0 : x ≠ 0 := by
    intro h
    apply hb
    rw [← hx, h, Matrix.mulVec_zero]
  -- the dissipations of the mechanisms add up to `⟨x, b⟩`
  have hadd : ∀ s : Finset ι,
      x ⬝ᵥ (∑ i ∈ s, C i) *ᵥ x = ∑ i ∈ s, dissipation (C i) x := by
    intro s
    induction s using Finset.induction_on with
    | empty => simp
    | insert a s ha ih =>
      rw [Finset.sum_insert ha, Finset.sum_insert ha, Matrix.add_mulVec, dotProduct_add, ih,
        dissipation]
  have hsum : ∑ i, dissipation (C i) x = x ⬝ᵥ b := by
    rw [← hadd, hx]
  have hs : 0 < x ⬝ᵥ b := by
    rcases isEmpty_or_nonempty ι with h | h
    · exact absurd (by simpa using hx.symm) hb
    · rw [← hsum]
      exact Finset.sum_pos (fun i _ => dissipation_pos (hC i) hx0) Finset.univ_nonempty
  have htot : ∑ i, (kohler (C i) b x)⁻¹ = (x ⬝ᵥ b)⁻¹ := by
    simp only [kohler, inv_div]
    rw [← Finset.sum_div, hsum, pow_two, div_mul_eq_div_div, div_self hs.ne', one_div]
  -- the full solution serves as trial vector for each single mechanism
  have hle : ∀ i ∈ (Finset.univ : Finset ι), (y i ⬝ᵥ b)⁻¹ ≤ (kohler (C i) b x)⁻¹ := by
    intro i _
    have hk : 0 < kohler (C i) b x := div_pos (pow_pos hs 2) (dissipation_pos (hC i) hx0)
    exact inv_anti₀ hk (kohler_bound (hC i) (hy i) hx0).2
  refine ⟨fun i => (kohler_principle (hC i) (hy i) hb).2.1, hs, ?_, ?_⟩
  · rw [← htot]
    exact Finset.sum_le_sum hle
  · rw [← htot, Finset.sum_eq_sum_iff_of_le hle]
    constructor
    · intro h i
      exact (kohler_eq_iff (hC i) (hy i) hb hx0).1 (inv_inj.1 (h i (Finset.mem_univ i))).symm
    · intro h i _
      rw [(kohler_eq_iff (hC i) (hy i) hb hx0).2 (h i)]
```

## A strict instance

Take two states and two mechanisms, $C_0 = \mathrm{diag}(1,2)$ and $C_1 = \mathrm{diag}(2,1)$, positive definite because their diagonal entries are positive.

```lean
/-- Two scattering mechanisms on two states, with rates `(1, 2)` and `(2, 1)`. -/
def twoRates : Fin 2 → Matrix (Fin 2) (Fin 2) ℝ := ![diagonal ![1, 2], diagonal ![2, 1]]
```

For $b = (6,6)$, dividing componentwise by the rates gives $y_0 = (6,3)$ and $y_1 = (3,6)$.

```lean
/-- The distributions `(6, 3)` and `(3, 6)`. -/
def twoSolutions : Fin 2 → Fin 2 → ℝ := ![![6, 3], ![3, 6]]
```

The sum $C_0 + C_1 = \mathrm{diag}(3,3)$ has solution $x = (2,2)$. Then $y_0\cdot b = y_1\cdot b = 36 + 18 = 54$ and $x\cdot b = 24$, so
$$\frac{1}{54} + \frac{1}{54} = \frac{1}{27} < \frac{1}{24}.$$
The intermediate values are $D_0(x) = D_1(x) = 4 + 8 = 12$ and $K_i(x) = 576/12 = 48 < 54$, with $2/48 = 1/24$. For the unit driving vector $b/\sqrt{72}$ the coefficients are $54/72 = 3/4$ and $24/72 = 1/3$, and the inequality reads $8/3 < 3$. The theorem states the hypotheses of `matthiessen_bound` for these data and the strict inequality for $b = (6,6)$; the values of $D_i$, $K_i$ and the normalised numbers are arithmetic done alongside it. The proof checks the linear equations component by component and evaluates the inequality with `norm_num`.

```lean
/-- The mechanisms `twoRates` are positive definite; for the driving term `(6, 6)` they are
solved by `twoSolutions` and their sum by `(2, 2)`, and the Matthiessen bound is strict. -/
theorem matthiessen_witness :
    (∀ i, (twoRates i).PosDef) ∧ (∀ i, twoRates i *ᵥ twoSolutions i = ![6, 6]) ∧
      (∑ i, twoRates i) *ᵥ ![2, 2] = ![6, 6] ∧ (![6, 6] : Fin 2 → ℝ) ≠ 0 ∧
      ∑ i, (twoSolutions i ⬝ᵥ ![6, 6])⁻¹ < ((![2, 2] : Fin 2 → ℝ) ⬝ᵥ ![6, 6])⁻¹ := by
  refine ⟨?_, ?_, ?_, ?_, ?_⟩
  · rw [Fin.forall_fin_two]
    constructor
    · show (diagonal ![1, 2] : Matrix (Fin 2) (Fin 2) ℝ).PosDef
      exact Matrix.PosDef.diagonal (by intro j; fin_cases j <;> simp)
    · show (diagonal ![2, 1] : Matrix (Fin 2) (Fin 2) ℝ).PosDef
      exact Matrix.PosDef.diagonal (by intro j; fin_cases j <;> simp)
  · intro i
    ext j
    fin_cases i <;> fin_cases j <;>
      simp [twoRates, twoSolutions, Matrix.mulVec_diagonal] <;> norm_num
  · rw [Fin.sum_univ_two, Matrix.add_mulVec]
    ext j
    fin_cases j <;> simp [twoRates] <;> norm_num
  · intro h
    have h0 := congrFun h 0
    simp at h0
  · norm_num [twoSolutions, dotProduct, Fin.sum_univ_two]

end

end KohlerPrinciple
```

```lean
#print axioms KohlerPrinciple.kohler_principle
#print axioms KohlerPrinciple.matthiessen_bound
```

```
'KohlerPrinciple.kohler_principle' depends on axioms: [propext, Classical.choice, Quot.sound]
'KohlerPrinciple.matthiessen_bound' depends on axioms: [propext, Classical.choice, Quot.sound]
```
